# Friction 3/t in a convex differentiable energy: the excess over the minimum is at most a constant over t²

Let a particle of unit mass move in a convex differentiable energy E with a minimiser x\*, slowed by friction that fades with time:

x'' = −∇E(x) − (3/t) x', for t ≥ t₀ > 0.

Then the quantity

t² (E(x) − E(x\*)) + 2 ‖x − x\* + t x'/2‖²

never increases, and E(x(t)) − E(x\*) is at most the initial value of this quantity divided by t². The same holds with friction r/t for any r ≥ 3, once the quantity is adapted to r.

In simulation practice this bears on relaxing a structure by damped dynamics with friction r/t, r ≥ 3, provided the energy is convex on the whole configuration space. The energy of an isolated molecule in Cartesian coordinates is not, even near a minimum: a slightly rotated copy of the relaxed structure has the same energy, while the midpoint between the two is a distorted structure, normally of higher energy. The result concerns continuous time, and the passage to an integrator with finite steps needs a separate argument.

The hypotheses are taken in turn below. The examples of what fails without them are ordinary calculations, separate from the checked theorems.

## The equation of motion

In Lean 4 with Mathlib:

```lean
import Mathlib

open Set Filter

namespace VanishingFriction

noncomputable section

variable {V : Type*} [NormedAddCommGroup V] [InnerProductSpace ℝ V] [CompleteSpace V]
```

The space `V` is a real Hilbert space; ℝⁿ with the Euclidean norm is the finite-dimensional case. A path `x` and its velocity `v` form a trajectory if x' = v and v' = −∇E(x) − (r/t)v on [t₀, ∞). Here r is the friction strength, not a distance.

```lean
/-- The path `x` with velocity `v` obeys `x'' = -∇E(x) - (r/t) x'` for all `t ≥ t₀`;
the domain is `t₀ > 0`. -/
def IsTrajectory (E : V → ℝ) (r t₀ : ℝ) (x v : ℝ → V) : Prop :=
  ∀ t ∈ Ici t₀, HasDerivWithinAt x (v t) (Ici t₀) t ∧
    HasDerivWithinAt v (-gradient E (x t) - (r / t) • v t) (Ici t₀) t
```

`Ici t₀` is the interval [t₀, ∞), and `HasDerivWithinAt` makes the derivative at t₀ one-sided. Initial position and velocity are free. That a trajectory exists is assumed, not derived.

To follow the decay, fix a comparison point z, usually the minimiser, and define

w = (r − 1)(x − z) + t v,
L = t² (E(x) − E(z)) + ½ ‖w‖².

```lean
/-- The Lyapunov function `t² (E(x) - E(z)) + ‖(r - 1)(x - z) + t x'‖² / 2`
relative to a comparison point `z`. -/
def lyapunov (E : V → ℝ) (r : ℝ) (z : V) (x v : ℝ → V) (t : ℝ) : ℝ :=
  t ^ 2 * (E (x t) - E z) + 1 / 2 * ‖(r - 1) • (x t - z) + t • v t‖ ^ 2
```

The equation of motion enters through the derivative of w:

w' = (r − 1)v + v + t v' = r v − t∇E(x) − r v = −t∇E(x).

The friction removes the velocity exactly. With a constant friction coefficient γ instead, a term (r − γt)v would remain, and the argument would stop here.

## Differentiability: a force at every point

A differentiable energy has a definite force −∇E everywhere. By hand this is used in the chain rule,

d/dt E(x(t)) = ⟨∇E(x), v⟩,

which `energy_rate` proves by composing the derivative of E with that of the path.

```lean
/-- Along a differentiable path, a differentiable energy changes at the rate `⟨∇E(x), x'⟩`. -/
theorem energy_rate {E : V → ℝ} {x : ℝ → V} {u : V} {s : Set ℝ} {t : ℝ}
    (hE : DifferentiableAt ℝ E (x t)) (hx : HasDerivWithinAt x u s t) :
    HasDerivWithinAt (fun τ => E (x τ)) (inner ℝ (gradient E (x t)) u) s t := by
  have h := hE.hasGradientAt.hasFDerivAt.comp_hasDerivWithinAt t hx
  simpa [Function.comp_def] using h
```

At a kink there is no unique force. Mathlib sets the gradient to zero there, so a particle at rest on the kink of max(y, 2y) at y = 0 would formally stay put, although the energy is lower at negative y. The bound then fails for r = 3 and z = −1, so a single point on the path where differentiability is missing can be enough to break the bound.

## Convexity: no resting place above the minimum

Convexity means that the energy never lies above its chords. What the derivation needs is that it lies above its tangent planes. For points a and b, put φ(s) = E(a + s(b − a)). This function is convex, so its slope at 0 is at most its chord slope from 0 to 1:

⟨∇E(a), b − a⟩ = φ'(0) ≤ φ(1) − φ(0) = E(b) − E(a).

Changing signs gives

E(a) − E(b) ≤ ⟨∇E(a), a − b⟩.

```lean
/-- A convex differentiable energy lies above its tangent planes:
`E(a) - E(b) ≤ ⟨∇E(a), a - b⟩`. -/
theorem tangent_inequality {E : V → ℝ} (hc : ConvexOn ℝ univ E) (hE : Differentiable ℝ E)
    (a b : V) : E a - E b ≤ inner ℝ (gradient E a) (a - b) := by
  -- restrict the energy to the line from a to b
  have hline : ConvexOn ℝ univ (fun s : ℝ => E (AffineMap.lineMap a b s)) :=
    hc.comp_affineMap (AffineMap.lineMap a b)
  have hd := energy_rate (x := fun s : ℝ => AffineMap.lineMap a b s) (s := univ) (t := 0)
    (hE _) (AffineMap.hasDerivAt_lineMap).hasDerivWithinAt
  rw [hasDerivWithinAt_univ, AffineMap.lineMap_apply_zero] at hd
  have hs := hline.le_slope_of_hasDerivAt (mem_univ 0) (mem_univ 1) one_pos hd
  simp only [slope_def_field, AffineMap.lineMap_apply_zero, AffineMap.lineMap_apply_one,
    sub_zero, div_one] at hs
  have hn : inner ℝ (gradient E a) (a - b) = -inner ℝ (gradient E a) (b - a) := by
    rw [← inner_neg_right, neg_sub]
  linarith
```

The proof takes the same route: `hline` is the convexity of φ, `hd` is its derivative at 0, obtained from `energy_rate`, and `hs` compares the two slopes.

In the double well E(y) = (y² − 1)², a particle at rest at y = 0 stays there, with excess energy 1 for ever. The bound therefore needs at least a condition that rules out stationary points above the minimum.

## A start at positive time

The friction r/t is singular at t = 0, and the theorems here follow the motion from some t₀ > 0. By hand, this permits the cancellation t · (r/t) = r used in w'. Differentiating L now gives

L' = 2t (E(x) − E(z)) + t² ⟨∇E(x), v⟩ + ⟨w, −t∇E(x)⟩.

Expanding the last product,

⟨w, −t∇E(x)⟩ = −(r − 1)t ⟨∇E(x), x − z⟩ − t² ⟨∇E(x), v⟩,

so the terms in v cancel and

L' = 2t (E(x) − E(z)) − (r − 1)t ⟨∇E(x), x − z⟩.

```lean
/-- For a differentiable energy and `t₀ > 0`, the Lyapunov function changes along a trajectory
at the rate `2t (E(x) - E(z)) - (r - 1) t ⟨∇E(x), x - z⟩`. -/
theorem lyapunov_rate {E : V → ℝ} {r t₀ t : ℝ} {x v : ℝ → V} (hE : Differentiable ℝ E)
    (h₀ : 0 < t₀) (hx : IsTrajectory E r t₀ x v) (z : V) (ht : t ∈ Ici t₀) :
    HasDerivWithinAt (lyapunov E r z x v)
      (2 * t * (E (x t) - E z) - (r - 1) * t * inner ℝ (gradient E (x t)) (x t - z))
      (Ici t₀) t := by
  obtain ⟨h1, h2⟩ := hx t ht
  have htp : t ≠ 0 := (lt_of_lt_of_le h₀ ht).ne'
  have hw : HasDerivWithinAt (fun τ => (r - 1) • (x τ - z) + τ • v τ)
      ((r - 1) • v t + (t • (-gradient E (x t) - (r / t) • v t) + (1 : ℝ) • v t))
      (Ici t₀) t :=
    ((h1.sub_const z).const_smul (r - 1)).add ((hasDerivWithinAt_id t _).smul h2)
  -- the equation of motion leaves only the force
  have hforce : (r - 1) • v t + (t • (-gradient E (x t) - (r / t) • v t) + (1 : ℝ) • v t)
      = -(t • gradient E (x t)) := by
    have h : t * (r / t) = r := by field_simp
    rw [smul_sub, smul_smul, h]
    module
  rw [hforce] at hw
  have hsq : HasDerivWithinAt (fun τ : ℝ => τ ^ 2) (2 * t) (Ici t₀) t := by
    simpa using (hasDerivAt_pow 2 t).hasDerivWithinAt
  have hsum := (hsq.mul ((energy_rate (hE (x t)) h1).sub_const (E z))).add
    (hw.norm_sq.const_mul (1 / 2))
  refine HasDerivWithinAt.congr_deriv hsum ?_
  have c1 : inner ℝ (x t - z) (gradient E (x t)) = inner ℝ (gradient E (x t)) (x t - z) :=
    real_inner_comm _ _
  have c2 : inner ℝ (v t) (gradient E (x t)) = inner ℝ (gradient E (x t)) (v t) :=
    real_inner_comm _ _
  simp only [inner_neg_right, real_inner_smul_right, inner_add_left, real_inner_smul_left,
    c1, c2]
  ring
```

In the proof `hw` differentiates w, `hforce` reduces the result to −t∇E(x), and `hsum` adds the derivatives of the two parts of L. The last lines expand the inner products and cancel the velocity terms. Convexity has not been used yet.

At negative times r/t would feed energy in rather than take it out, and for r ≥ 3 and z a minimiser in a convex energy the formula would give L' ≥ 0, the wrong direction.

## Friction of strength at least 3, measured from a minimiser

Insert the tangent inequality with a = x and b = z into L'. Since (r − 1)t is positive,

L' ≤ 2t (E(x) − E(z)) − (r − 1)t (E(x) − E(z)) = −(r − 3)t (E(x) − E(z)).

The right side is zero if r = 3, whatever z is. If r > 3, it is non-positive when z is a minimiser. Hence L never increases. Dropping the square from L gives

t² (E(x(t)) − E(z)) ≤ L(t) ≤ L(t₀),

and division by t² gives the rate.

```lean
/-- For a convex differentiable energy, friction `r/t` with `r ≥ 3` and `t₀ > 0`, the Lyapunov
function is non-increasing and `E(x(t)) - E(z)` is at most the initial value of the Lyapunov
function over `t²`. Here `z` is a minimiser, or any point if `r = 3`. -/
theorem lyapunov_antitone_and_rate {E : V → ℝ} {r t₀ : ℝ} {x v : ℝ → V} {z : V}
    (hc : ConvexOn ℝ univ E) (hE : Differentiable ℝ E) (h₀ : 0 < t₀) (hr : 3 ≤ r)
    (hz : r = 3 ∨ ∀ y, E z ≤ E y) (hx : IsTrajectory E r t₀ x v) :
    AntitoneOn (lyapunov E r z x v) (Ici t₀) ∧
      ∀ t ∈ Ici t₀, E (x t) - E z ≤ lyapunov E r z x v t₀ / t ^ 2 := by
  have hanti : AntitoneOn (lyapunov E r z x v) (Ici t₀) := by
    refine antitoneOn_of_hasDerivWithinAt_nonpos (convex_Ici t₀)
      (fun t ht => (lyapunov_rate hE h₀ hx z ht).continuousWithinAt)
      (fun t ht => (lyapunov_rate hE h₀ hx z (interior_subset ht)).mono interior_subset) ?_
    intro t ht
    have htp : 0 < t := lt_of_lt_of_le h₀ (interior_subset ht)
    have hgap : 0 ≤ (r - 3) * (E (x t) - E z) := by
      rcases hz with h | h
      · simp [h]
      · exact mul_nonneg (by linarith) (by linarith [h (x t)])
    -- convexity bounds the work term from below
    have hwork := mul_le_mul_of_nonneg_left (tangent_inequality hc hE (x t) z)
      (mul_nonneg (by linarith : 0 ≤ r - 1) htp.le)
    have := mul_nonneg htp.le hgap
    linarith
  refine ⟨hanti, fun t ht => ?_⟩
  have htp : 0 < t := lt_of_lt_of_le h₀ ht
  have h := hanti self_mem_Ici ht ht
  rw [le_div_iff₀ (pow_pos htp 2)]
  have hpos : 0 ≤ 1 / 2 * ‖(r - 1) • (x t - z) + t • v t‖ ^ 2 := by positivity
  have hdef : lyapunov E r z x v t = t ^ 2 * (E (x t) - E z)
    + 1 / 2 * ‖(r - 1) • (x t - z) + t • v t‖ ^ 2 := rfl
  linarith
```

The hypothesis `hz` states the alternative: r = 3, or z is a minimiser. `AntitoneOn` says that L is non-increasing on [t₀, ∞). In the proof `hgap` is the sign of (r − 3)(E(x) − E(z)), and `hwork` is the tangent inequality multiplied by (r − 1)t. A Mathlib lemma turns the non-positive derivative into monotonicity, and `hpos` allows the square to be dropped.

Both conditions matter for the monotonicity of L:

- **Weaker friction.** Take E(y) = y²/2 for |y| ≤ 1 and |y| − ½ beyond, with z = 0. For y > 1 the formula gives L' = t((3 − r)y − 1), which is positive far out for every r < 3. This refutes the monotonicity of L, not by itself the 1/t² bound.
- **Another comparison point.** For r > 3 and a linear energy, L' = −(r − 3)t (E(x) − E(z)), which is positive whenever the particle is below z in energy. So for r > 3 the monotonicity does not extend to every point z.

For r = 3, w = 2(x − z + t v/2), so ½‖w‖² = 2‖x − z + t v/2‖². This is the form in the opening, now for every point z; taking z = x\* recovers the opening claim.

```lean
/-- Friction `3/t`, convex differentiable energy, `t₀ > 0`: for every point `z`, the quantity
`t² (E(x) - E(z)) + 2 ‖x - z + t x'/2‖²` is non-increasing, and `E(x(t)) - E(z)` is at most the
initial value of that quantity over `t²`. -/
theorem friction_three {E : V → ℝ} {t₀ : ℝ} {x v : ℝ → V} (hc : ConvexOn ℝ univ E)
    (hE : Differentiable ℝ E) (h₀ : 0 < t₀) (hx : IsTrajectory E 3 t₀ x v) (z : V) :
    AntitoneOn (fun t => t ^ 2 * (E (x t) - E z) + 2 * ‖x t - z + (t / 2) • v t‖ ^ 2)
      (Ici t₀) ∧
    ∀ t ∈ Ici t₀, E (x t) - E z ≤
      (t₀ ^ 2 * (E (x t₀) - E z) + 2 * ‖x t₀ - z + (t₀ / 2) • v t₀‖ ^ 2) / t ^ 2 := by
  have heq : lyapunov E 3 z x v =
      fun t => t ^ 2 * (E (x t) - E z) + 2 * ‖x t - z + (t / 2) • v t‖ ^ 2 := by
    funext t
    have h : ((3 : ℝ) - 1) • (x t - z) + t • v t
        = (2 : ℝ) • (x t - z + (t / 2) • v t) := by module
    rw [lyapunov, h, norm_smul, Real.norm_ofNat]
    ring
  have h := lyapunov_antitone_and_rate (z := z) hc hE h₀ le_rfl (Or.inl rfl) hx
  rwa [heq] at h
```

The proof rewrites L in this form and applies the general theorem.

## Flat wells limit the exponent to 2

The hypotheses permit no universal power of 1/t higher than 2. For an integer m ≥ 1 consider the one-dimensional well

E(y) = c y^(2m+2), c = (1/m)(2 − 1/m)/(2m + 2).

```lean
/-- The prefactor `(1/m)(2 - 1/m)/(2m + 2)` of a flat well; the domain is `m ≥ 1`. -/
def wellCoeff (m : ℕ) : ℝ := 1 / (m : ℝ) * (2 - 1 / (m : ℝ)) / (2 * (m : ℝ) + 2)

/-- The one-dimensional flat well, proportional to `y^(2m+2)`; the domain is `m ≥ 1`. -/
def flatWell (m : ℕ) (y : ℝ) : ℝ := wellCoeff m * y ^ (2 * m + 2)
```

The prefactor is positive because 1/m ≤ 1.

```lean
/-- The prefactor of the flat well is positive for `m ≥ 1`. -/
theorem wellCoeff_pos {m : ℕ} (hm : 1 ≤ m) : 0 < wellCoeff m := by
  have h1 : (1 : ℝ) ≤ m := by exact_mod_cast hm
  have h0 : (0 : ℝ) < m := by linarith
  have h2 : 1 / (m : ℝ) ≤ 1 := by rw [div_le_iff₀ h0]; linarith
  exact div_pos (mul_pos (by positivity) (by linarith)) (by positivity)
```

With friction 3/t, try x = t^(−1/m). Then x' = −(1/m) t^(−1/m−1), and force and friction add up to

−(1/m)(2 − 1/m) t^(−2−1/m) + (3/m) t^(−2−1/m) = (1/m)(1 + 1/m) t^(−2−1/m),

which is x''. For m = 1 this is x = 1/t in the well y⁴/4.

```lean
/-- For `m ≥ 1` and `t₀ > 0` the flat well is convex and differentiable with minimiser `0`,
and `x(t) = t^(-1/m)` is a trajectory in it with friction `3/t`. -/
theorem flatWell_witness {m : ℕ} (hm : 1 ≤ m) {t₀ : ℝ} (h₀ : 0 < t₀) :
    ConvexOn ℝ univ (flatWell m) ∧ Differentiable ℝ (flatWell m) ∧
    (∀ y, flatWell m 0 ≤ flatWell m y) ∧
    IsTrajectory (flatWell m) 3 t₀ (fun t => t ^ (-(1 / (m : ℝ))))
      (fun t => -(1 / (m : ℝ)) * t ^ (-(1 / (m : ℝ)) - 1)) := by
  have hm0 : (m : ℝ) ≠ 0 := by positivity
  have heven : Even (2 * m + 2) := ⟨m + 1, by ring⟩
  have hd : ∀ y, HasDerivAt (flatWell m)
      (1 / (m : ℝ) * (2 - 1 / (m : ℝ)) * y ^ (2 * m + 1)) y := by
    intro y
    have h2 : 2 * (m : ℝ) + 2 ≠ 0 := by positivity
    refine HasDerivAt.congr_deriv ((hasDerivAt_pow (2 * m + 2) y).const_mul (wellCoeff m)) ?_
    have e : 2 * m + 2 - 1 = 2 * m + 1 := by omega
    rw [e, wellCoeff, ← mul_assoc]
    push_cast
    rw [div_mul_cancel₀ _ h2]
  refine ⟨heven.convexOn_pow.smul (wellCoeff_pos hm).le,
    fun y => (hd y).differentiableAt, fun y => ?_, fun t ht => ?_⟩
  · have h := mul_nonneg (wellCoeff_pos hm).le (heven.pow_nonneg y)
    simpa [flatWell] using h
  · have htp : 0 < t := lt_of_lt_of_le h₀ ht
    refine ⟨(Real.hasDerivAt_rpow_const (Or.inl htp.ne')).hasDerivWithinAt, ?_⟩
    refine HasDerivWithinAt.congr_deriv (((Real.hasDerivAt_rpow_const
      (Or.inl htp.ne')).const_mul (-(1 / (m : ℝ)))).hasDerivWithinAt) ?_
    -- force and friction scale with the same power of t
    have hpow : (t ^ (-(1 / (m : ℝ)))) ^ (2 * m + 1) = t ^ (-(1 / (m : ℝ)) - 1 - 1) := by
      have h1 : 1 / (m : ℝ) * m = 1 := div_mul_cancel₀ _ hm0
      rw [← Real.rpow_natCast, ← Real.rpow_mul htp.le]
      congr 1
      push_cast
      linear_combination (-2) * h1
    rw [(hd _).hasGradientAt'.gradient, hpow, Real.rpow_sub_one htp.ne' (-(1 / (m : ℝ)) - 1),
      smul_eq_mul]
    ring
```

The theorem also records that the well satisfies the hypotheses: an even power with a positive prefactor is convex, differentiable and minimal at 0. In the proof `hd` supplies the force, and `hpow` matches the powers of t.

Along this path the excess energy is

E(x(t)) − E(0) = c t^(−(2m+2)/m) = c t^(−(2+2/m)).

```lean
/-- For `m ≥ 1` and `t > 0`, the energy of the flat well at `t^(-1/m)` lies above its value
at `0` by a constant times `t^(-(2 + 2/m))`. -/
theorem flatWell_energy {m : ℕ} (hm : 1 ≤ m) {t : ℝ} (ht : 0 < t) :
    flatWell m (t ^ (-(1 / (m : ℝ)))) - flatWell m 0
      = wellCoeff m * t ^ (-(2 + 2 / (m : ℝ))) := by
  have hm0 : (m : ℝ) ≠ 0 := by positivity
  have h1 : 1 / (m : ℝ) * m = 1 := div_mul_cancel₀ _ hm0
  have hpow : (t ^ (-(1 / (m : ℝ)))) ^ (2 * m + 2) = t ^ (-(2 + 2 / (m : ℝ))) := by
    rw [← Real.rpow_natCast, ← Real.rpow_mul ht.le]
    congr 1
    push_cast
    linear_combination (-2) * h1
  have hzero : flatWell m 0 = 0 := by simp [flatWell]
  rw [hzero, sub_zero, flatWell, hpow]
```

Given p > 2, choose m > 2/(p − 2). Then 2 + 2/m < p, and t^p times the excess energy is c t^(p−2−2/m), which grows without bound.

```lean
/-- For every `p > 2` there is a flat well in which `t^p (E(x(t)) - E(0))` grows without bound
along `x(t) = t^(-1/m)`. -/
theorem rate_exponent_sharp {p : ℝ} (hp : 2 < p) :
    ∃ m : ℕ, 1 ≤ m ∧ Tendsto
      (fun t : ℝ => t ^ p * (flatWell m (t ^ (-(1 / (m : ℝ)))) - flatWell m 0))
      atTop atTop := by
  have hp' : 0 < p - 2 := by linarith
  obtain ⟨m, hm⟩ := exists_nat_gt (2 / (p - 2))
  have hm0 : (0 : ℝ) < m := lt_trans (by positivity) hm
  have hm1 : 1 ≤ m := by exact_mod_cast hm0
  have hlt : 2 / (m : ℝ) < p - 2 := by
    rw [div_lt_iff₀ hp'] at hm
    rw [div_lt_iff₀ hm0]
    linarith
  refine ⟨m, hm1, ?_⟩
  have hexp : 0 < p + -(2 + 2 / (m : ℝ)) := by linarith
  refine ((tendsto_rpow_atTop hexp).const_mul_atTop (wellCoeff_pos hm1)).congr' ?_
  filter_upwards [eventually_gt_atTop (0 : ℝ)] with t ht
  rw [flatWell_energy hm1 ht, Real.rpow_add ht]
  ring

end

end VanishingFriction
```

`Tendsto … atTop atTop` expresses this growth, and `flatWell_witness` identifies the path as a trajectory. The well depends on p: along each of these paths the excess energy decays faster than 1/t², but no single exponent above 2 serves them all.

```lean
#print axioms VanishingFriction.friction_three
#print axioms VanishingFriction.rate_exponent_sharp
```

```
'VanishingFriction.friction_three' depends on axioms: [propext, Classical.choice, Quot.sound]
'VanishingFriction.rate_exponent_sharp' depends on axioms: [propext, Classical.choice, Quot.sound]
```
